# The low-rank kernel of an invertible Jacobian solves $Jx=r$ by least squares over independent directions

Take the plane with $J=\mathrm{diag}(2,1)$, the single direction $v=(1,1)$ and the residual $r=(1,0)$. The response to $v$ is $f=Jv=(2,1)$. Among the steps $av$, the error $\|af-r\|$ is smallest when $af-r$ is orthogonal to $f$, which gives

$$a=\frac{\langle f,r\rangle}{\langle f,f\rangle}=\frac25 .$$

The step is $(2/5,2/5)$, while the exact solution $J^{-1}r=(1/2,0)$ is not a multiple of $v$. Had the residual been $r=f$, the same formula would have returned $v$ exactly. With several directions, the number $1/\langle f,f\rangle$ becomes the inverse of a matrix of overlaps.

In extended Lagrangian Born-Oppenheimer dynamics, $r=q[n]-n$ compares the auxiliary density $n$ with the density $q[n]$ obtained from it, and $J$ is the Jacobian of this residual. The auxiliary density follows $\ddot n=-\omega^2Kr$, with $\omega$ the frequency of the auxiliary oscillator and the kernel $K$ approximating $J^{-1}$. The results below concern that approximation for one fixed, linear, invertible $J$; they say nothing about the nonlinearity of $q[n]$ or the stability of the integration.

## Directions, responses and the kernel

The residuals and displacements live in a real inner product space $E$, of any dimension unless stated otherwise. The numbers $m$ and $p$ count directions.

```lean
import Mathlib

open Matrix
open scoped InnerProductSpace

namespace LowRankKernel

noncomputable section

variable {E : Type*} [NormedAddCommGroup E] [InnerProductSpace ℝ E] {m p : ℕ}
```

The type `E ≃ₗ[ℝ] E` makes $J$ a linear bijection, so invertibility is assumed, not derived. Physically, it means that no nonzero displacement leaves the residual unchanged to first order, and that every change of the residual is, to first order, produced by some displacement. The directions are `v : Fin m → E`, numbered $0,\dots,m-1$. With $f_i=Jv_i$, the overlap matrix is $O_{ij}=\langle f_i,f_j\rangle$.

```lean
/-- The overlap (Gram) matrix of the responses `f i = J (v i)` of the residual to
displacements along the directions `v i`. -/
def overlap (J : E ≃ₗ[ℝ] E) (v : Fin m → E) : Matrix (Fin m) (Fin m) ℝ :=
  Matrix.of fun i j => ⟪J (v i), J (v j)⟫_ℝ
```

Writing $M=O^{-1}$, the kernel is

$$Kr=\sum_i\Big(\sum_j M_{ij}\langle f_j,r\rangle\Big)v_i .$$

```lean
/-- The low-rank kernel `K r = ∑ i j, M i j ⟪f j, r⟫ v i`, with `f j = J (v j)` and `M` the inverse
overlap matrix. If the overlap matrix is singular, Lean takes `M = 0`, so `K r = 0`. -/
def kernel (J : E ≃ₗ[ℝ] E) (v : Fin m → E) (r : E) : E :=
  ∑ i, (∑ j, (overlap J v)⁻¹ i j * ⟪J (v j), r⟫_ℝ) • v i
```

## The overlap matrix is invertible

Suppose $\langle f_i,w\rangle=0$ for every $i$. For $x=\sum_i a_iv_i$, linearity gives $\langle Jx,w\rangle=\sum_i a_i\langle f_i,w\rangle=0$. The Lean proof is an induction over the span: it checks the directions themselves, zero, sums and scalar multiples.

```lean
variable (J : E ≃ₗ[ℝ] E) {v : Fin m → E}

/-- A vector orthogonal to the response of every direction `v i` is orthogonal to the response
of every displacement in their span. -/
theorem inner_response_eq_zero {w x : E} (h : ∀ i, ⟪J (v i), w⟫_ℝ = 0)
    (hx : x ∈ Submodule.span ℝ (Set.range v)) : ⟪J x, w⟫_ℝ = 0 := by
  induction hx using Submodule.span_induction with
  | mem y hy =>
    obtain ⟨i, rfl⟩ := hy
    exact h i
  | zero => rw [map_zero, inner_zero_left]
  | add y z _ _ hy hz => rw [map_add, inner_add_left, hy, hz, add_zero]
  | smul a y _ hy => rw [map_smul, real_inner_smul_left, hy, mul_zero]
```

Now let $Oc=0$ and put $y=\sum_j c_jv_j$. Then $\langle f_i,Jy\rangle=\sum_jO_{ij}c_j=0$ for every $i$, which is `key` in the code. Since $y$ lies in the span, the previous step with $w=Jy$ gives $\|Jy\|^2=0$. Hence $Jy=0$, then $y=0$ because $J$ is injective, and $c=0$ because the directions are independent. The proof starts from a zero determinant, which would supply a nonzero $c$, and reaches a contradiction.

```lean
/-- For linearly independent directions and an invertible Jacobian, the overlap matrix of the
responses is nonsingular. -/
theorem overlap_det_ne_zero (hv : LinearIndependent ℝ v) : (overlap J v).det ≠ 0 := by
  intro h
  obtain ⟨c, hc, h0⟩ := Matrix.exists_mulVec_eq_zero_iff.mpr h
  -- a null vector `c` gives a displacement whose response is orthogonal to all responses
  have key : ∀ i, ⟪J (v i), J (∑ j, c j • v j)⟫_ℝ = 0 := by
    intro i
    have hi := congrFun h0 i
    simp only [Matrix.mulVec, dotProduct, overlap, Matrix.of_apply, Pi.zero_apply] at hi
    refine Eq.trans ?_ hi
    rw [map_sum, inner_sum]
    refine Finset.sum_congr rfl fun j _ => ?_
    rw [map_smul, real_inner_smul_right, mul_comm]
  have hmem : ∑ j, c j • v j ∈ Submodule.span ℝ (Set.range v) :=
    Submodule.sum_mem _ fun j _ =>
      Submodule.smul_mem _ _ (Submodule.subset_span ⟨j, rfl⟩)
  -- so the response vanishes, and with it the displacement
  have hJ : J (∑ j, c j • v j) = 0 :=
    (inner_self_eq_zero (𝕜 := ℝ)).mp (inner_response_eq_zero J key hmem)
  have hz : ∑ j, c j • v j = 0 := J.injective (by rw [hJ, map_zero])
  exact hc (funext (Fintype.linearIndependent_iff.mp hv c hz))
```

Independence is needed here. If $v_0=v_1=v\neq0$, all four entries of $O$ equal $\|Jv\|^2$, so $O$ is singular and $M$ does not exist. Lean assigns a singular matrix the inverse zero, so `kernel` would then return $0$ for the residual $Jv$, where the correct step is $v$.

## The remaining error is orthogonal to every response

By its definition, $Kr$ is a combination of the directions.

```lean
/-- The kernel step is a combination of the chosen directions. -/
theorem kernel_mem_span (v : Fin m → E) (r : E) :
    kernel J v r ∈ Submodule.span ℝ (Set.range v) :=
  Submodule.sum_mem _ fun i _ =>
    Submodule.smul_mem _ _ (Submodule.subset_span ⟨i, rfl⟩)
```

Let $b_j=\langle f_j,r\rangle$ and $c=Mb$, so that $Kr=\sum_ic_iv_i$. Then

$$\langle f_k,JKr\rangle=\sum_iO_{ki}c_i=(OMb)_k=b_k=\langle f_k,r\rangle ,$$

and therefore $\langle f_k,JKr-r\rangle=0$. In the code, `hk` is the first part of this chain and `hO` is the cancellation $OMb=b$.

```lean
/-- Normal equations: for linearly independent directions, the error `J (K r) - r` left by the
kernel step is orthogonal to every response `J (v k)`. -/
theorem normal_equations (hv : LinearIndependent ℝ v) (r : E) (k : Fin m) :
    ⟪J (v k), J (kernel J v r) - r⟫_ℝ = 0 := by
  have hO : overlap J v *ᵥ ((overlap J v)⁻¹ *ᵥ fun j => ⟪J (v j), r⟫_ℝ)
      = fun j => ⟪J (v j), r⟫_ℝ := by
    rw [Matrix.mulVec_mulVec,
      Matrix.mul_nonsing_inv _ (isUnit_iff_ne_zero.mpr (overlap_det_ne_zero J hv)),
      Matrix.one_mulVec]
  have hk : ⟪J (v k), J (kernel J v r)⟫_ℝ
      = (overlap J v *ᵥ ((overlap J v)⁻¹ *ᵥ fun j => ⟪J (v j), r⟫_ℝ)) k := by
    simp only [kernel, map_sum, map_smul, inner_sum, real_inner_smul_right,
      Matrix.mulVec, dotProduct]
    exact Finset.sum_congr rfl fun i _ => mul_comm _ _
  rw [inner_sub_right, hk, hO, sub_self]
```

For any $x$ in the span, split the error as

$$Jx-r=J(x-Kr)+(JKr-r).$$

The difference $x-Kr$ is also in the span, so the two terms are orthogonal and

$$\|Jx-r\|^2=\|JKr-r\|^2+\|J(x-Kr)\|^2 .$$

```lean
/-- For linearly independent directions, the squared error of any trial step `x` in their span
is that of the kernel step plus the squared response to the difference of the two steps. -/
theorem error_pythagoras (hv : LinearIndependent ℝ v) (r : E) {x : E}
    (hx : x ∈ Submodule.span ℝ (Set.range v)) :
    ‖J x - r‖ ^ 2 = ‖J (kernel J v r) - r‖ ^ 2 + ‖J (x - kernel J v r)‖ ^ 2 := by
  have h := inner_response_eq_zero J (normal_equations J hv r)
    (Submodule.sub_mem _ hx (kernel_mem_span J v r))
  have e : J x - r = J (x - kernel J v r) + (J (kernel J v r) - r) := by
    rw [map_sub]
    abel
  rw [e, norm_add_sq_real, h]
  ring
```

## The kernel step is the unique minimiser

The last term is nonnegative, so no $x$ in the span has a smaller error than $Kr$. If the errors are equal, that term vanishes, $J(x-Kr)=0$, and injectivity gives $x=Kr$. The theorem states all three parts: $Kr$ is in the span, its error is minimal, and only $Kr$ attains the minimum.

```lean
/-- For an invertible Jacobian and linearly independent directions, the kernel step `K r` is the
unique minimiser of `‖J x - r‖` over the span of the directions. -/
theorem kernel_unique_minimiser (hv : LinearIndependent ℝ v) (r : E) :
    kernel J v r ∈ Submodule.span ℝ (Set.range v) ∧
    ∀ x ∈ Submodule.span ℝ (Set.range v),
      ‖J (kernel J v r) - r‖ ≤ ‖J x - r‖ ∧
      (‖J x - r‖ = ‖J (kernel J v r) - r‖ ↔ x = kernel J v r) := by
  refine ⟨kernel_mem_span J v r, fun x hx => ?_⟩
  have h := error_pythagoras J hv r hx
  refine ⟨?_, fun heq => ?_, fun hxk => by rw [← hxk]⟩
  · by_contra hlt
    have hlt' := lt_of_not_ge hlt
    nlinarith [norm_nonneg (J x - r), sq_nonneg ‖J (x - kernel J v r)‖]
  · -- equal errors force the response to the difference to vanish
    rw [heq] at h
    have h2 : ‖J (x - kernel J v r)‖ ^ 2 = 0 := by linarith
    have h3 : J (x - kernel J v r) = 0 := norm_eq_zero.mp (pow_eq_zero_iff two_ne_zero |>.mp h2)
    exact sub_eq_zero.mp (J.injective (by rw [h3, map_zero]))
```

The quantity minimised is the error in the residual, not the distance to $J^{-1}r$, and it is measured in the norm chosen on $E$.

## When the step is exact

Set $r=Jx$ with $x$ in the span. The trial step $x$ has zero error, so it is a minimiser, and uniqueness gives $KJx=x$.

```lean
/-- For linearly independent directions, the kernel inverts the Jacobian on their span:
`K (J x) = x`. -/
theorem kernel_jacobian (hv : LinearIndependent ℝ v) {x : E}
    (hx : x ∈ Submodule.span ℝ (Set.range v)) : kernel J v (J x) = x := by
  have h := (kernel_unique_minimiser J hv (J x)).2 x hx
  refine (h.2.mp (le_antisymm ?_ h.1)).symm
  rw [sub_self, norm_zero]
  exact norm_nonneg _
```

The exact Newton step is $J^{-1}r$, written `J.symm r`; a Newton update subtracts it from $n$. If $Kr=J^{-1}r$, then $J^{-1}r$ is in the span because $Kr$ is. Conversely, if $J^{-1}r$ is in the span, the previous result with $x=J^{-1}r$ gives $Kr=J^{-1}r$.

```lean
/-- For linearly independent directions, the kernel step equals the exact Newton step `J⁻¹ r`
if and only if that Newton step lies in their span. -/
theorem kernel_eq_newton_iff (hv : LinearIndependent ℝ v) (r : E) :
    kernel J v r = J.symm r ↔ J.symm r ∈ Submodule.span ℝ (Set.range v) := by
  constructor
  · intro h
    rw [← h]
    exact kernel_mem_span J v r
  · intro h
    have hk := kernel_jacobian J hv h
    rwa [J.apply_symm_apply] at hk
```

Requiring this for every $r$ forces every $x=J^{-1}(Jx)$ into the span. So $K=J^{-1}$ on all residuals exactly when the directions span $E$.

```lean
/-- For linearly independent directions, the kernel is the full inverse Jacobian if and only if
the directions span the whole space. -/
theorem kernel_eq_inverse_iff (hv : LinearIndependent ℝ v) :
    (∀ r, kernel J v r = J.symm r) ↔ Submodule.span ℝ (Set.range v) = ⊤ := by
  constructor
  · intro h
    refine Submodule.eq_top_iff'.mpr fun x => ?_
    have hx := (kernel_eq_newton_iff J hv (J x)).mp (h (J x))
    rwa [J.symm_apply_apply] at hx
  · intro h r
    exact (kernel_eq_newton_iff J hv r).mpr (by rw [h]; exact Submodule.mem_top)
```

In finite dimension, $m=\dim E$ independent directions do span $E$.

```lean
/-- Full rank: in a finite-dimensional space, with as many linearly independent directions as
dimensions, the kernel is the inverse Jacobian. -/
theorem kernel_full_rank [FiniteDimensional ℝ E] (hv : LinearIndependent ℝ v)
    (hm : m = Module.finrank ℝ E) (r : E) : kernel J v r = J.symm r :=
  (kernel_eq_inverse_iff J hv).mpr
    (hv.span_eq_top_of_card_eq_finrank' (by rw [Fintype.card_fin, hm])) r
```

## Only the span matters

Let $v_0,\dots,v_{m-1}$ and $w_0,\dots,w_{p-1}$ be independent families with the same span. Their kernel steps both minimise $\|Jx-r\|$ over the same subspace. Each error is at most the other, so they are equal, and uniqueness makes the steps equal.

```lean
/-- Two linearly independent families of directions with the same span give the same kernel. -/
theorem kernel_eq_of_span_eq {w : Fin p → E} (hv : LinearIndependent ℝ v)
    (hw : LinearIndependent ℝ w)
    (h : Submodule.span ℝ (Set.range v) = Submodule.span ℝ (Set.range w)) (r : E) :
    kernel J v r = kernel J w r := by
  have hwv : kernel J w r ∈ Submodule.span ℝ (Set.range v) := by
    rw [h]
    exact kernel_mem_span J w r
  have hvw : kernel J v r ∈ Submodule.span ℝ (Set.range w) := by
    rw [← h]
    exact kernel_mem_span J v r
  -- each step is a minimiser of the same problem, whose minimiser is unique
  have h1 := (kernel_unique_minimiser J hv r).2 _ hwv
  have h2 := (kernel_unique_minimiser J hw r).2 _ hvw
  exact (h1.2.mp (le_antisymm h2.1 h1.1)).symm

end

end LowRankKernel
```

In a calculation, each $f_i$ can be obtained as a directional derivative of the residual, by perturbation theory or finite differences, so the full $J$ need not be stored. A code can form $O$, solve $Oc=b$ for the $m$ coefficients and return $\sum_ic_iv_i$, or, when the norm on $E$ is the Euclidean norm of the stored coordinates, pass the $f_i$ as columns and $r$ as the right-hand side to an ordinary least-squares solver. Nearly dependent responses make $O$ ill-conditioned. Recombining the directions so that their responses are orthonormal turns $O$ into the identity and leaves the step unchanged, apart from rounding.

```lean
#print axioms LowRankKernel.kernel_full_rank
#print axioms LowRankKernel.kernel_eq_of_span_eq
```

```
'LowRankKernel.kernel_full_rank' depends on axioms: [propext, Classical.choice, Quot.sound]
'LowRankKernel.kernel_eq_of_span_eq' depends on axioms: [propext, Classical.choice, Quot.sound]
```
